# With Fixed Force Constants and All Frequencies Positive, Heavier Isotopes Do Not Increase the Harmonic Zero-Point Displacement Variance in Any Direction

After an isotope substitution, a harmonic calculation keeps the force-constant matrix, changes the masses, recomputes the normal modes and builds a new covariance matrix of the zero-point displacements. A quick check on the output is to subtract the new matrix from the old one and diagonalise the difference. If no mass was lowered and all frequencies are positive, with no zero-frequency translations or rotations left out of the mode sum, a negative eigenvalue larger than rounding signals a mistake, such as a wrong mass weighting. The check concerns every direction in configuration space, including displacements of atoms whose own mass did not change.

## The claim and its derivation

Take finitely many displacement coordinates $u_i$ with masses $m_i>0$ and potential energy $\tfrac12 u^{T}\Phi u$. Let $M$ be the diagonal matrix of the masses. The normal modes are vectors $e_k$ with frequencies $\omega_k>0$ such that

$$e_k^{T}Me_l=\delta_{kl},\qquad \Phi e_k=\omega_k^2Me_k .$$

Write $u=\sum_k Q_k e_k$. In the ground state $\langle Q_kQ_l\rangle=\delta_{kl}\,\hbar/(2\omega_k)$, so the displacement covariance is

$$C=\langle uu^{T}\rangle=\frac{\hbar}{2}X,\qquad X=\sum_k\frac{e_ke_k^{T}}{\omega_k}.$$

Let primes denote the same quantities for masses $m'_i\ge m_i$ and the same $\Phi$. The claim is that $C-C'$ is positive semidefinite: for every vector $a$, the variance of $a\cdot u$ does not increase. For one coordinate this is immediate, because $C=\hbar/(2\sqrt{m\Phi})$. For several coordinates the modes change with the masses, and $M$ and $\Phi$ need not commute, so the comparison is made through an equation that $X$ satisfies.

**An equation for $X$.** Let $E$ have the columns $e_k$ and let $\Omega$ be the diagonal matrix of the $\omega_k$. Then $E^{T}ME=1$, $\Phi E=ME\Omega^2$ and $X=E\Omega^{-1}E^{T}$. Since $E$ is square, $E^{T}ME=1$ also gives $MEE^{T}=1$. Hence

$$\Phi XMX=\Phi E\,\Omega^{-1}(E^{T}ME)\Omega^{-1}E^{T}=ME\,\Omega^2\Omega^{-2}E^{T}=MEE^{T}=1 .$$

Moreover $x\cdot Xx=\sum_k(e_k\cdot x)^2/\omega_k$. This vanishes only if $E^{T}x=0$, and then $x=MEE^{T}x=0$. So $X$ is positive definite and $XMX=\Phi^{-1}$.

**The sign of an eigenvalue.** Both mass sets share $\Phi$, so $XMX=X'M'X'$. Taking the quadratic form with a vector $v$ gives

$$\sum_i m_i(Xv)_i^2=\sum_i m'_i(X'v)_i^2\ \ge\ \sum_i m_i(X'v)_i^2 .$$

Now suppose that $v\neq0$ and $M(X-X')v=\mu v$ with $\mu$ real. Factor the difference of squares and insert this equation:

$$0\le\sum_i m_i\big[(Xv)_i-(X'v)_i\big]\big[(Xv)_i+(X'v)_i\big]=\mu\; v\cdot(X+X')v .$$

The last factor is positive, so $\mu\ge0$.

**From eigenvalues to all directions.** Let $R=M^{1/2}$. The matrix $R(X-X')R$ is symmetric and has an orthonormal eigenbasis. If $R(X-X')Rw=\mu w$ and $v=Rw$, then $v\ne0$ and

$$M(X-X')v=R\,\big[R(X-X')Rw\big]=\mu v,$$

so $\mu\ge0$. All eigenvalues of $R(X-X')R$ are therefore nonnegative. For any $x$, put $y=R^{-1}x$; then $x\cdot(X-X')x=y\cdot R(X-X')Ry\ge0$. Multiplication by $\hbar/2$ gives the claim for $C-C'$.

## Masses, modes and covariance in Lean

The coordinates are labelled by a finite type `n`, which is a set of labels and not a number. Each label carries its own mass, so the three Cartesian coordinates of one atom are given equal entries.

```lean
import Mathlib

open Matrix

namespace IsotopeZeroPointCovariance

variable {n : Type*} [Fintype n] [DecidableEq n]
```

The first definition states the equation for $X$ as a property of a matrix. Despite the name, the matrix in `SolvesCovarianceEq` is $X=2C/\hbar$ and not the covariance itself.

```lean
/-- `X` is a positive definite solution of `X M X = Φ⁻¹`, written without an inverse as
`Φ (X M X) = 1`, for force constants `Φ` and masses `m`. -/
def SolvesCovarianceEq (Φ : Matrix n n ℝ) (m : n → ℝ) (X : Matrix n n ℝ) : Prop :=
  X.PosDef ∧ Φ * (X * diagonal m * X) = 1
```

For positive masses, a solution forces $\Phi$ to be the inverse of the positive definite matrix $XMX$. Stability of the equilibrium is thus contained in the hypothesis.

The modes enter through their two defining equations. The letter `E` stands for the matrix of displacement patterns, not for an energy. Its columns are orthonormal with respect to the masses; the eigenvectors of the mass-weighted dynamical matrix are the columns of $M^{1/2}E$.

```lean
/-- The columns of `E` are mass-orthonormal normal modes with frequencies `ω`:
`Eᵀ M E = 1` and `Φ E = M E ω²`. -/
def IsNormalModes (Φ : Matrix n n ℝ) (m : n → ℝ) (E : Matrix n n ℝ) (ω : n → ℝ) : Prop :=
  Eᵀ * diagonal m * E = 1 ∧ Φ * E = diagonal m * E * diagonal (fun k => ω k ^ 2)
```

The mode sum is $X$, and `zeroPointCov` is $C$.

```lean
/-- The sum over modes of `e eᵀ / ω`, for nonzero frequencies `ω`. -/
noncomputable def modeSum (E : Matrix n n ℝ) (ω : n → ℝ) : Matrix n n ℝ :=
  E * diagonal (fun k => (ω k)⁻¹) * Eᵀ

/-- The zero-point displacement covariance: each mode `e` of frequency `ω` contributes
`ħ / (2 ω) e eᵀ`, for mass-orthonormal modes with positive frequencies. -/
noncomputable def zeroPointCov (hbar : ℝ) (E : Matrix n n ℝ) (ω : n → ℝ) : Matrix n n ℝ :=
  (hbar / 2) • modeSum E ω
```

Lean evaluates $0^{-1}$ as $0$, so these formulas would silently omit a free translation; the theorems about them require every frequency to be positive.

## Comparing two solutions of the covariance equation

The first lemma is the identity $v\cdot XMXv=\sum_i m_i(Xv)_i^2$. Its proof moves the left factor $X$ onto $v$ by symmetry and then compares the sums term by term.

```lean
/-- For symmetric `X`, the quadratic form of `X M X` is the mass-weighted square of `X v`. -/
theorem quadForm_eq_sum {X : Matrix n n ℝ} (hX : X.IsHermitian) (m v : n → ℝ) :
    v ⬝ᵥ (X * diagonal m * X) *ᵥ v = ∑ i, m i * (X *ᵥ v) i ^ 2 := by
  have hT : Xᵀ = X := by
    rw [← conjTranspose_eq_transpose_of_trivial]
    exact hX
  rw [← mulVec_mulVec, ← mulVec_mulVec, Matrix.dotProduct_mulVec, ← mulVec_transpose, hT]
  simp only [dotProduct, mulVec_diagonal]
  exact Finset.sum_congr rfl fun i _ => by ring
```

The second lemma gives the sign of $\mu$. In its proof, `e` is the equality of the two mass-weighted sums, `s` is the inequality from $m_i\le m'_i$, and `key` is the factored difference of squares. The facts `p` and `p'` state that $v\cdot Xv$ and $v\cdot X'v$ are positive. A negative $\mu$ would then contradict `e` and `s`.

```lean
/-- Let `X`, `X'` be positive definite with `X M X = X' M' X'` and `M ≤ M'`. Then every real
eigenvalue `μ` of `M (X - X')` is nonnegative. -/
theorem eigenvalue_nonneg {m m' : n → ℝ} {X X' : Matrix n n ℝ} (hle : ∀ i, m i ≤ m' i)
    (hX : X.PosDef) (hX' : X'.PosDef) (h : X * diagonal m * X = X' * diagonal m' * X')
    {v : n → ℝ} (hv : v ≠ 0) {μ : ℝ} (hμ : ∀ i, m i * ((X - X') *ᵥ v) i = μ * v i) :
    0 ≤ μ := by
  have e : ∑ i, m i * (X *ᵥ v) i ^ 2 = ∑ i, m' i * (X' *ᵥ v) i ^ 2 := by
    rw [← quadForm_eq_sum hX.isHermitian, h, quadForm_eq_sum hX'.isHermitian]
  have s : ∑ i, m i * (X' *ᵥ v) i ^ 2 ≤ ∑ i, m' i * (X' *ᵥ v) i ^ 2 :=
    Finset.sum_le_sum fun i _ => mul_le_mul_of_nonneg_right (hle i) (sq_nonneg _)
  -- difference of squares, with the eigenvalue equation inserted
  have key : ∑ i, m i * (X *ᵥ v) i ^ 2 - ∑ i, m i * (X' *ᵥ v) i ^ 2
      = μ * (v ⬝ᵥ X *ᵥ v + v ⬝ᵥ X' *ᵥ v) := by
    simp only [dotProduct]
    rw [← Finset.sum_sub_distrib, ← Finset.sum_add_distrib, Finset.mul_sum]
    refine Finset.sum_congr rfl fun i _ => ?_
    have hi := hμ i
    rw [sub_mulVec, Pi.sub_apply] at hi
    linear_combination ((X *ᵥ v) i + (X' *ᵥ v) i) * hi
  have p := hX.dotProduct_mulVec_pos hv
  have p' := hX'.dotProduct_mulVec_pos hv
  rw [star_trivial] at p p'
  by_contra hneg
  have := mul_neg_of_neg_of_pos (not_le.mp hneg) (add_pos p p')
  linarith
```

The comparison theorem takes positive masses `m`, masses `m'` that are nowhere smaller, and a solution of the equation for each set with the same `Φ`. It concludes that `X - X'` is positive semidefinite, which in Lean includes symmetry.

```lean
/-- Heavier isotopes: if positive masses `m` are raised to `m' ≥ m` at fixed force constants,
the positive definite solutions of `X M X = Φ⁻¹` and `X' M' X' = Φ⁻¹` satisfy `X' ≤ X`. -/
theorem heavier_isotopes_reduce {Φ X X' : Matrix n n ℝ} {m m' : n → ℝ}
    (hm : ∀ i, 0 < m i) (hle : ∀ i, m i ≤ m' i)
    (hX : SolvesCovarianceEq Φ m X) (hX' : SolvesCovarianceEq Φ m' X') :
    (X - X').PosSemidef := by
  have h : X * diagonal m * X = X' * diagonal m' * X' :=
    left_inv_eq_right_inv (mul_eq_one_comm.mp hX.2) hX'.2
  have hD : (X - X').IsHermitian := hX.1.isHermitian.sub hX'.1.isHermitian
  obtain ⟨r, hr0, hr⟩ : ∃ r : n → ℝ, (∀ i, 0 < r i) ∧ ∀ i, r i * r i = m i :=
    ⟨fun i => √(m i), fun i => Real.sqrt_pos.mpr (hm i), fun i => Real.mul_self_sqrt (hm i).le⟩
  -- the mass-weighted difference is symmetric, so it has an eigenbasis
  have hH : (diagonal r * (X - X') * diagonal r).IsHermitian := by
    rw [Matrix.IsHermitian, conjTranspose_mul, conjTranspose_mul, hD.eq,
      diagonal_conjTranspose, star_trivial, Matrix.mul_assoc]
  have hpsd : (diagonal r * (X - X') * diagonal r).PosSemidef := by
    refine hH.posSemidef_iff_eigenvalues_nonneg.mpr fun k => ?_
    have hw := hH.mulVec_eigenvectorBasis k
    have hv : diagonal r *ᵥ (hH.eigenvectorBasis k).ofLp ≠ 0 := by
      intro h0
      apply hH.eigenvectorBasis.orthonormal.ne_zero k
      ext i
      have hi := congrFun h0 i
      rw [mulVec_diagonal, Pi.zero_apply] at hi
      exact (mul_eq_zero.mp hi).resolve_left (hr0 i).ne'
    refine eigenvalue_nonneg hle hX.1 hX'.1 h hv fun i => ?_
    have hi := congrFun hw i
    rw [← mulVec_mulVec, ← mulVec_mulVec, mulVec_diagonal, Pi.smul_apply, smul_eq_mul] at hi
    rw [mulVec_diagonal]
    linear_combination r i * hi
      - ((X - X') *ᵥ (diagonal r *ᵥ (hH.eigenvectorBasis k).ofLp)) i * hr i
  -- undo the mass weighting
  refine PosSemidef.of_dotProduct_mulVec_nonneg hD fun x => ?_
  have hy : diagonal r *ᵥ (fun i => x i / r i) = x := by
    funext i
    rw [mulVec_diagonal]
    exact mul_div_cancel₀ (x i) (hr0 i).ne'
  have q := hpsd.dotProduct_mulVec_nonneg (fun i => x i / r i)
  rw [star_trivial, ← mulVec_mulVec, ← mulVec_mulVec, hy, Matrix.dotProduct_mulVec,
    ← mulVec_transpose, diagonal_transpose, hy] at q
  rwa [star_trivial]
```

The proof first obtains `h`, the equality $XMX=X'M'X'$, since a left inverse and a right inverse of $\Phi$ coincide. The numbers `r i` are the square roots $\sqrt{m_i}$, and `hH` records that $R(X-X')R$ is symmetric. For each vector $w$ of its eigenbasis, `hv` shows $Rw\neq0$, and `eigenvalue_nonneg` is applied to $v=Rw$. The last block substitutes $y_i=x_i/r_i$ to remove the mass weighting.

## From normal modes to the physical covariance

The next theorem connects the equation with the modes: for positive frequencies, the mode sum is a positive definite solution.

```lean
/-- For normal modes with positive frequencies, the mode sum of `e eᵀ / ω` is a positive
definite solution of `X M X = Φ⁻¹`. -/
theorem modeSum_solves {Φ E : Matrix n n ℝ} {m ω : n → ℝ} (hω : ∀ k, 0 < ω k)
    (hE : IsNormalModes Φ m E ω) : SolvesCovarianceEq Φ m (modeSum E ω) := by
  obtain ⟨h1, h2⟩ := hE
  have hc : diagonal m * E * Eᵀ = 1 :=
    mul_eq_one_comm.mp (by rw [← Matrix.mul_assoc]; exact h1)
  unfold modeSum
  constructor
  · refine posDef_iff_dotProduct_mulVec.mpr ⟨?_, fun x hx => ?_⟩
    · rw [Matrix.IsHermitian, conjTranspose_eq_transpose_of_trivial]
      simp only [transpose_mul, transpose_transpose, diagonal_transpose, Matrix.mul_assoc]
    · -- the modes are complete, so `x` overlaps with at least one of them
      have hy : Eᵀ *ᵥ x ≠ 0 := by
        intro h0
        apply hx
        rw [← one_mulVec x, ← hc, ← mulVec_mulVec, h0, mulVec_zero]
      have hd : (diagonal fun k => (ω k)⁻¹).PosDef :=
        PosDef.diagonal fun k => inv_pos.mpr (hω k)
      have p := hd.dotProduct_mulVec_pos hy
      rw [star_trivial] at p
      rwa [star_trivial, ← mulVec_mulVec, ← mulVec_mulVec, Matrix.dotProduct_mulVec,
        ← mulVec_transpose]
  · have hW : diagonal (fun k => ω k ^ 2) *
        (diagonal (fun k => (ω k)⁻¹) * diagonal (fun k => (ω k)⁻¹)) = 1 := by
      rw [diagonal_mul_diagonal, diagonal_mul_diagonal, ← diagonal_one]
      congr 1
      funext k
      have := (hω k).ne'
      field_simp
    calc _ = Φ * E * diagonal (fun k => (ω k)⁻¹) * (Eᵀ * diagonal m * E)
          * diagonal (fun k => (ω k)⁻¹) * Eᵀ := by simp only [Matrix.mul_assoc]
      _ = diagonal m * E * (diagonal (fun k => ω k ^ 2) *
          (diagonal (fun k => (ω k)⁻¹) * diagonal (fun k => (ω k)⁻¹))) * Eᵀ := by
        rw [h1, h2]
        simp only [Matrix.mul_assoc, Matrix.one_mul]
      _ = 1 := by rw [hW, Matrix.mul_one, hc]
```

Here `hc` is the completeness relation $MEE^{T}=1$. It is used twice, once to show that a nonzero $x$ overlaps with some mode, and once at the end of the `calc` chain, which is the computation of $\Phi XMX$ above. The auxiliary fact `hW` is $\Omega^2\Omega^{-2}=1$.

The statement about isotopes follows by applying the comparison to the two mode sums and multiplying by the positive number $\hbar/2$.

```lean
/-- Raising positive masses at fixed force constants does not increase the zero-point displacement
variance in any direction, when all normal-mode frequencies are positive. -/
theorem zeroPointCov_antitone {Φ E E' : Matrix n n ℝ} {m m' ω ω' : n → ℝ} {hbar : ℝ}
    (hh : 0 < hbar) (hm : ∀ i, 0 < m i) (hle : ∀ i, m i ≤ m' i)
    (hω : ∀ k, 0 < ω k) (hω' : ∀ k, 0 < ω' k)
    (hE : IsNormalModes Φ m E ω) (hE' : IsNormalModes Φ m' E' ω') :
    (zeroPointCov hbar E ω - zeroPointCov hbar E' ω').PosSemidef := by
  unfold zeroPointCov
  rw [← smul_sub]
  exact (heavier_isotopes_reduce hm hle (modeSum_solves hω hE) (modeSum_solves hω' hE')).smul
    (by positivity)
```

In words: let `E`, `ω` be normal modes for masses `m`, and `E'`, `ω'` normal modes for masses `m'`, with the same force constants, positive frequencies and $0<m_i\le m'_i$. Then $C-C'$ is positive semidefinite. The shared `Φ` stands for the Born–Oppenheimer approximation, in which the potential energy surface, and with it the equilibrium geometry, does not depend on the nuclear masses.

The step from this model to a real system is the ground-state variance $\hbar/(2\omega_k)$ of each mode. It enters through the definition of `zeroPointCov` and is not derived from the Schrödinger equation. The result applies to finitely many real coordinates, at zero temperature and without anharmonicity. Positive frequencies exclude a free molecule or a periodic supercell with its uniform translations; a cluster held in a fixed environment is a suitable example. Dropping the zero-frequency modes does not bring the excluded systems under the theorem: in a free diatomic molecule, making one atom heavier increases the zero-point variance of the other atom along the bond, measured from the centre of mass.

## Two coupled coordinates, one made nine times heavier

A small example shows that the hypotheses of the comparison can be met when the new mass matrix does not commute with the force constants. It needs a criterion for positive definiteness of a symmetric two-by-two matrix, proved by completing the square.

```lean
/-- A real symmetric two-by-two matrix with positive corner entry and positive determinant
is positive definite. -/
theorem posDef_two {a b c : ℝ} (ha : 0 < a) (hd : 0 < a * c - b ^ 2) :
    (!![a, b; b, c] : Matrix (Fin 2) (Fin 2) ℝ).PosDef := by
  refine posDef_iff_dotProduct_mulVec.mpr ⟨?_, fun x hx => ?_⟩
  · ext i j
    fin_cases i <;> fin_cases j <;> simp
  · have hq : star x ⬝ᵥ !![a, b; b, c] *ᵥ x
        = ((a * x 0 + b * x 1) ^ 2 + (a * c - b ^ 2) * x 1 ^ 2) / a := by
      rw [star_trivial, eq_div_iff ha.ne']
      simp only [dotProduct, mulVec, Fin.sum_univ_two, of_apply, cons_val_zero, cons_val_one]
      ring
    rw [hq]
    refine div_pos ?_ ha
    by_cases h1 : x 1 = 0
    · have h0 : x 0 ≠ 0 := fun h0 => hx (by ext i; fin_cases i <;> simp [h0, h1])
      rw [h1]
      have : a * x 0 ≠ 0 := mul_ne_zero ha.ne' h0
      have : 0 < (a * x 0) ^ 2 := by positivity
      linarith
    · have : 0 < x 1 ^ 2 := by positivity
      have := mul_pos hd this
      linarith [sq_nonneg (a * x 0 + b * x 1)]
```

The force constants below are kept fixed while the second mass rises from $1$ to $9$. This factor is chosen to keep the entries rational and is not meant as a realistic isotope ratio. The theorem verifies an explicit solution for each mass set, by matrix multiplication and the criterion just given.

```lean
/-- Two coupled coordinates with masses `(1, 1)` and `(1, 9)` and the same force constants:
explicit positive definite solutions of the two covariance equations. -/
theorem heavier_isotopes_reduce_witness :
    SolvesCovarianceEq !![25/4, -9; -9, 13] ![1, 1] !![6, 4; 4, 3] ∧
    SolvesCovarianceEq !![25/4, -9; -9, 13] ![1, 9] !![58/17, 36/17; 36/17, 77/51] := by
  have hdiag : ∀ a b : ℝ, diagonal ![a, b] = !![a, 0; 0, b] := by
    intro a b
    ext i j
    fin_cases i <;> fin_cases j <;> simp
  refine ⟨⟨posDef_two (by norm_num) (by norm_num), ?_⟩,
    ⟨posDef_two (by norm_num) (by norm_num), ?_⟩⟩ <;>
  · simp only [hdiag, mul_fin_two, one_fin_two]
    norm_num

end IsotopeZeroPointCovariance
```

Subtracting the two solutions gives

$$X-X'=\begin{pmatrix}44/17&32/17\\32/17&76/51\end{pmatrix},$$

whose determinant is $16/51$, so the reduction here is strict in every direction. In units of $\hbar/2$, the variance of the second coordinate falls from $3$ to $77/51\approx1.51$. That of the first coordinate, whose mass is unchanged, falls from $6$ to $58/17\approx3.41$, because the two coordinates are coupled.

```lean
#print axioms IsotopeZeroPointCovariance.zeroPointCov_antitone
```

```
'IsotopeZeroPointCovariance.zeroPointCov_antitone' depends on axioms: [propext, Classical.choice, Quot.sound]
```
